# With a gap g, a broadening η changes the static finite-dimensional Sternheimer response by at most η‖b‖/g²

The first-order change of a non-degenerate eigenstate under a static perturbation solves a Sternheimer equation, and a small imaginary term $i\eta$ in that equation shifts the answer by an amount that one would like to bound. Without the broadening, the operator $H-E$ is singular, because $E$ is an eigenvalue. The response is therefore modelled not as an inverse operator acting on a source, but as a vector that meets two conditions: it is orthogonal to the unperturbed state, and it satisfies the equation.

Let $H$ be a Hermitian operator with an orthonormal basis of eigenvectors $\psi_m$ and real eigenvalues $\varepsilon_m$, and let $\psi_n$ be the unperturbed state, with $E=\varepsilon_n$. The source is a fixed vector $b$; for a perturbation $H'$ it is $b=H'\psi_n$. In the code, `V` is the complex vector space of states, not a potential, and the finite type `ι` labels the eigenstates, so the space is finite-dimensional.

In Lean 4 with Mathlib:

```lean
import Mathlib

open Finset

namespace SternheimerBroadening

noncomputable section

variable {V ι : Type*} [NormedAddCommGroup V] [InnerProductSpace ℂ V]
  [Fintype ι]
```

## The equation and its source

Only the part of the source orthogonal to the unperturbed state enters:

$$Qb=b-\langle\psi_n,b\rangle\psi_n .$$

The inner product is linear in its second argument, as in Dirac notation.

```lean
/-- The part `Q b = b - ⟨ψ, b⟩ ψ` of a vector `b`, which for a unit vector `ψ` is the
component of `b` orthogonal to `ψ`. -/
def projOut (ψ b : V) : V := b - inner ℂ ψ b • ψ
```

A response $x$ satisfies

$$\langle\psi_n,x\rangle=0,\qquad (H-E+i\eta)x=-Qb .$$

`IsResponse` holds these two conditions as `orth` and `eqn`. The unbroadened response $u$ has $\eta=0$, and the broadened response $w$ has the given $\eta$, an energy. At $\eta=0$ the equation leaves the component along $\psi_n$ free, and the orthogonality condition fixes it. To first order, this component reflects only the norm and phase chosen for the perturbed state.

```lean
/-- The vector `x` is orthogonal to `ψ` and solves the Sternheimer equation
`(H - E + iη) x = -Q b` with broadening `η`; the unbroadened equation is `η = 0`. -/
structure IsResponse (H : V →ₗ[ℂ] V) (ψ : V) (E η : ℝ) (b x : V) : Prop where
  orth : inner ℂ ψ x = 0
  eqn : H x - (E : ℂ) • x + (Complex.I * (η : ℂ)) • x = -projOut ψ b
```

For $\eta\neq0$ there is an explicit candidate for $w$, the sum over states

$$-\sum_{m\neq n}\frac{\langle\psi_m,b\rangle}{\varepsilon_m-\varepsilon_n+i\eta}\,\psi_m .$$

```lean
/-- The sum over states `-∑ ⟨ψ_m, b⟩ / (ε_m - ε_n + iη) ψ_m` over all `m ≠ n`,
meant for `η ≠ 0`, where no denominator vanishes. -/
def broadenedSum [DecidableEq ι]
    (ψ : OrthonormalBasis ι ℂ V) (ε : ι → ℝ) (n : ι) (η : ℝ) (b : V) : V :=
  -∑ m ∈ univ.erase n,
    (inner ℂ (ψ m) b / (((ε m - ε n : ℝ) : ℂ) + Complex.I * (η : ℂ))) • ψ m
```

## One equation per eigenstate

By orthonormality, $\langle\psi_m,Qb\rangle=\langle\psi_m,b\rangle-\langle\psi_n,b\rangle\delta_{mn}$. This is zero for $m=n$ and $\langle\psi_m,b\rangle$ otherwise.

```lean
variable {H : V →ₗ[ℂ] V} {ψ : OrthonormalBasis ι ℂ V} {ε : ι → ℝ} {n : ι}
  {η g : ℝ} {b u w : V}

/-- In an orthonormal basis, `Q` removes the component along `ψ_n` and leaves all other
components unchanged. -/
theorem inner_projOut [DecidableEq ι] (ψ : OrthonormalBasis ι ℂ V) (n m : ι) (b : V) :
    inner ℂ (ψ m) (projOut (ψ n) b) = if m = n then 0 else inner ℂ (ψ m) b := by
  unfold projOut
  rw [inner_sub_right, inner_smul_right, orthonormal_iff_ite.mp ψ.orthonormal m n]
  by_cases h : m = n
  · simp [h]
  · simp [h]
```

Summing squared moduli over $m$ gives $\|Qb\|^2=\sum_{m\neq n}|\langle\psi_m,b\rangle|^2\le\|b\|^2$. The proof rewrites both norms by Parseval's identity, `sum_sq_norm_inner_right`, and compares them term by term.

```lean
/-- Projecting out a basis state does not lengthen a vector. -/
theorem norm_projOut_sq_le (ψ : OrthonormalBasis ι ℂ V) (n : ι) (b : V) :
    ‖projOut (ψ n) b‖ ^ 2 ≤ ‖b‖ ^ 2 := by
  classical
  rw [← ψ.sum_sq_norm_inner_right (projOut (ψ n) b), ← ψ.sum_sq_norm_inner_right b]
  refine Finset.sum_le_sum fun m _ => ?_
  rw [inner_projOut]
  by_cases h : m = n
  · rw [if_pos h, norm_zero, zero_pow two_ne_zero]
    positivity
  · rw [if_neg h]
```

Now take the inner product of the Sternheimer equation with $\psi_m$. Hermiticity gives $\langle\psi_m,Hx\rangle=\langle H\psi_m,x\rangle=\varepsilon_m\langle\psi_m,x\rangle$, so with $\Delta_m=\varepsilon_m-\varepsilon_n$

$$(\Delta_m+i\eta)\langle\psi_m,x\rangle=-\langle\psi_m,Qb\rangle .$$

In the code, `hH` states that $H$ is Hermitian and `hψ` that the basis vectors are eigenvectors with real eigenvalues. The step `hs` moves $H$ onto the eigenvector.

```lean
/-- For Hermitian `H` with eigenvectors `ψ_m`, the Sternheimer equation decouples:
`(ε_m - ε_n + iη) ⟨ψ_m, x⟩ = -⟨ψ_m, Q b⟩`. -/
theorem response_coeff (hH : H.IsSymmetric) (hψ : ∀ m, H (ψ m) = (ε m : ℂ) • ψ m)
    {x : V} (hx : IsResponse H (ψ n) (ε n) η b x) (m : ι) :
    (((ε m - ε n : ℝ) : ℂ) + Complex.I * (η : ℂ)) * inner ℂ (ψ m) x
      = -inner ℂ (ψ m) (projOut (ψ n) b) := by
  have h := congrArg (fun y => inner ℂ (ψ m) y) hx.eqn
  simp only [inner_add_right, inner_sub_right, inner_smul_right, inner_neg_right] at h
  -- Hermiticity lets `H` act on the eigenvector
  have hs : inner ℂ (ψ m) (H x) = (ε m : ℂ) * inner ℂ (ψ m) x := by
    rw [← hH (ψ m) x, hψ m, inner_smul_left, Complex.conj_ofReal]
  rw [hs] at h
  rw [Complex.ofReal_sub]
  linear_combination h
```

## Subtracting the two responses

Write $q_m=\langle\psi_m,Qb\rangle$. The two responses obey

$$\Delta_m\langle\psi_m,u\rangle=-q_m,\qquad(\Delta_m+i\eta)\langle\psi_m,w\rangle=-q_m .$$

Multiply the second equation by $\Delta_m$ and the first by $\Delta_m+i\eta$, and subtract:

$$\Delta_m(\Delta_m+i\eta)\langle\psi_m,w-u\rangle=-\Delta_mq_m+(\Delta_m+i\eta)q_m=i\eta\,q_m .$$

Since $|\Delta_m+i\eta|^2=\Delta_m^2+\eta^2$, the squared moduli give

$$\Delta_m^2(\Delta_m^2+\eta^2)\,|\langle\psi_m,w-u\rangle|^2=\eta^2|q_m|^2 .$$

No division has occurred, so the identity also holds where $\Delta_m=0$. The two multipliers are the coefficients in the `linear_combination` that proves `h2`.

```lean
/-- The broadening error in each eigenstate: with `Δ = ε_m - ε_n`,
`Δ² (Δ² + η²) |⟨ψ_m, w - u⟩|² = η² |⟨ψ_m, Q b⟩|²` for Hermitian `H` with eigenvectors `ψ_m`,
where `w` is the broadened and `u` the unbroadened response. -/
theorem error_coeff_sq (hH : H.IsSymmetric) (hψ : ∀ m, H (ψ m) = (ε m : ℂ) • ψ m)
    (hu : IsResponse H (ψ n) (ε n) 0 b u) (hw : IsResponse H (ψ n) (ε n) η b w) (m : ι) :
    (ε m - ε n) ^ 2 * ((ε m - ε n) ^ 2 + η ^ 2) * ‖inner ℂ (ψ m) (w - u)‖ ^ 2
      = η ^ 2 * ‖inner ℂ (ψ m) (projOut (ψ n) b)‖ ^ 2 := by
  have h0 := response_coeff hH hψ hu m
  have h1 := response_coeff hH hψ hw m
  rw [Complex.ofReal_zero, mul_zero, add_zero] at h0
  -- subtract the two decoupled equations
  have h2 : ((ε m - ε n : ℝ) : ℂ) * (((ε m - ε n : ℝ) : ℂ) + Complex.I * (η : ℂ))
      * inner ℂ (ψ m) (w - u)
      = Complex.I * (η : ℂ) * inner ℂ (ψ m) (projOut (ψ n) b) := by
    rw [inner_sub_right]
    linear_combination ((ε m - ε n : ℝ) : ℂ) * h1
      - (((ε m - ε n : ℝ) : ℂ) + Complex.I * (η : ℂ)) * h0
  have hn : ∀ d : ℝ, Complex.normSq ((d : ℂ) + Complex.I * (η : ℂ)) = d ^ 2 + η ^ 2 := by
    intro d
    simp [Complex.normSq_apply, pow_two]
  -- compare squared moduli
  have h3 := congrArg Complex.normSq h2
  simp only [Complex.normSq_mul, hn, Complex.normSq_ofReal, Complex.normSq_I] at h3
  rw [Complex.normSq_eq_norm_sq, Complex.normSq_eq_norm_sq] at h3
  linear_combination h3
```

## Summing over states across the gap

The gap condition `hgap` says that $|\Delta_m|\ge g>0$ for every $m\neq n$. Physically, $g$ is a lower bound on the energy separation between the chosen level and all others, which makes that level non-degenerate. For $m\neq n$, replacing $\Delta_m^2$ by the smaller $g^2$ gives

$$g^2(g^2+\eta^2)\,|\langle\psi_m,w-u\rangle|^2\le\eta^2|q_m|^2 .$$

For $m=n$ the left side vanishes, because both responses are orthogonal to $\psi_n$. Summing over $m$ yields

$$g^2(g^2+\eta^2)\,\|w-u\|^2\le\eta^2\|Qb\|^2 .$$

The case split in the proof follows these two cases, and `gcongr` carries out the replacement of $\Delta_m^2$. The sign of $\eta$ plays no role here.

```lean
/-- If `H` is Hermitian with eigenbasis `ψ_m` and all other eigenvalues lie at distance at
least `g > 0` from `ε_n`, then `g² (g² + η²) ‖w - u‖² ≤ η² ‖Q b‖²` for the broadened response
`w` and the unbroadened response `u`. -/
theorem broadening_error_sq (hH : H.IsSymmetric) (hψ : ∀ m, H (ψ m) = (ε m : ℂ) • ψ m)
    (hg : 0 < g) (hgap : ∀ m, m ≠ n → g ≤ |ε m - ε n|)
    (hu : IsResponse H (ψ n) (ε n) 0 b u) (hw : IsResponse H (ψ n) (ε n) η b w) :
    g ^ 2 * (g ^ 2 + η ^ 2) * ‖w - u‖ ^ 2 ≤ η ^ 2 * ‖projOut (ψ n) b‖ ^ 2 := by
  rw [← ψ.sum_sq_norm_inner_right (w - u), ← ψ.sum_sq_norm_inner_right (projOut (ψ n) b),
    Finset.mul_sum, Finset.mul_sum]
  refine Finset.sum_le_sum fun m _ => ?_
  by_cases h : m = n
  · have h0 : inner ℂ (ψ n) (w - u) = 0 := by
      rw [inner_sub_right, hw.orth, hu.orth, sub_zero]
    rw [h, h0, norm_zero, zero_pow two_ne_zero, mul_zero]
    positivity
  · rw [← error_coeff_sq hH hψ hu hw m]
    have h2 : g ^ 2 ≤ (ε m - ε n) ^ 2 := by
      rw [← sq_abs (ε m - ε n)]
      exact pow_le_pow_left₀ hg.le (hgap m h) 2
    gcongr
```

Dropping $\eta^2$ on the left and using $\|Qb\|\le\|b\|$ gives $g^4\|w-u\|^2\le\eta^2\|b\|^2$. For $\eta\ge0$ the square root is

$$\|w-u\|\le\frac{\eta\|b\|}{g^2}.$$

In words: whenever $u$ and $w$ are the unbroadened and broadened responses to the same source, and every other level is at least $g$ away, their distance obeys this bound. The theorem takes both responses as given.

For linear-response calculations in electronic structure, this bounds the effect of $\eta$ on the static first-order response of one non-degenerate state of a fixed, finite Hamiltonian matrix, for a source that does not itself depend on the response. At a nonzero driving frequency $\omega$ the energy differences $\Delta_m$ are shifted by $\pm\hbar\omega$, and $g$ need not bound their size from below. The step from that matrix to the full Hamiltonian, with its infinite-dimensional space and possible continuum, needs a separate argument.

In the proof, `h4` is the squared inequality, and `abs_le_of_sq_le_sq` takes the root.

```lean
/-- Broadening error of the Sternheimer equation: if `H` is Hermitian with eigenbasis `ψ_m`
and all other eigenvalues lie at distance at least `g > 0` from `ε_n`, a broadening `η ≥ 0`
changes the response to `b` by at most `η ‖b‖ / g²`. -/
theorem broadening_error (hH : H.IsSymmetric) (hψ : ∀ m, H (ψ m) = (ε m : ℂ) • ψ m)
    (hg : 0 < g) (hgap : ∀ m, m ≠ n → g ≤ |ε m - ε n|) (hη : 0 ≤ η)
    (hu : IsResponse H (ψ n) (ε n) 0 b u) (hw : IsResponse H (ψ n) (ε n) η b w) :
    ‖w - u‖ ≤ η * ‖b‖ / g ^ 2 := by
  have h1 := broadening_error_sq hH hψ hg hgap hu hw
  have h2 := mul_le_mul_of_nonneg_left (norm_projOut_sq_le ψ n b) (sq_nonneg η)
  have h3 : 0 ≤ g ^ 2 * η ^ 2 * ‖w - u‖ ^ 2 := by positivity
  have h4 : (‖w - u‖ * g ^ 2) ^ 2 ≤ (η * ‖b‖) ^ 2 := by nlinarith
  rw [le_div_iff₀ (by positivity)]
  exact (le_abs_self _).trans (abs_le_of_sq_le_sq h4 (by positivity))
```

## A source that attains the squared bound

Let $b=\psi_m$ be an eigenvector with $|\Delta_m|=g$. Since $g>0$, $m\neq n$, so $Qb=\psi_m$ and $q_m=1$. The identity for this one component reads

$$g^2(g^2+\eta^2)\,|\langle\psi_m,w-u\rangle|^2=\eta^2 .$$

A component along a unit vector is no longer than the whole vector, so $g^2(g^2+\eta^2)\|w-u\|^2\ge\eta^2$. The squared bound gives the opposite inequality, and `le_antisymm` joins the two. For $\eta\ge0$ the error is therefore $\eta/(g\sqrt{g^2+\eta^2})$, which approaches the simpler bound $\eta/g^2$ when $\eta\ll g$.

```lean
/-- The squared bound is attained: for Hermitian `H` with eigenbasis `ψ_m` and gap `g > 0` around
`ε_n`, if `ε_m` lies at distance exactly `g` and the source is `b = ψ_m`, then
`g² (g² + η²) ‖w - u‖² = η²` for the broadened response `w` and the unbroadened response `u` to that
source. -/
theorem broadening_error_attained (hH : H.IsSymmetric)
    (hψ : ∀ m, H (ψ m) = (ε m : ℂ) • ψ m)
    (hg : 0 < g) (hgap : ∀ m, m ≠ n → g ≤ |ε m - ε n|) {m : ι} (hm : |ε m - ε n| = g)
    (hu : IsResponse H (ψ n) (ε n) 0 (ψ m) u) (hw : IsResponse H (ψ n) (ε n) η (ψ m) w) :
    g ^ 2 * (g ^ 2 + η ^ 2) * ‖w - u‖ ^ 2 = η ^ 2 := by
  classical
  have hmn : m ≠ n := by
    intro h
    rw [h, sub_self, abs_zero] at hm
    linarith
  have h1 : ‖ψ m‖ = 1 := ψ.orthonormal.1 m
  apply le_antisymm
  · have h2 := broadening_error_sq hH hψ hg hgap hu hw
    have h3 := mul_le_mul_of_nonneg_left (norm_projOut_sq_le ψ n (ψ m)) (sq_nonneg η)
    rw [h1, one_pow, mul_one] at h3
    exact h2.trans h3
  · -- the component along `ψ_m` alone already has this size
    have h2 := error_coeff_sq hH hψ hu hw m
    rw [inner_projOut, if_neg hmn, orthonormal_iff_ite.mp ψ.orthonormal m m, if_pos rfl,
      norm_one, one_pow, mul_one, ← sq_abs (ε m - ε n), hm] at h2
    have h3 : ‖inner ℂ (ψ m) (w - u)‖ ≤ ‖w - u‖ := by
      have h4 := norm_inner_le_norm (𝕜 := ℂ) (ψ m) (w - u)
      rwa [h1, one_mul] at h4
    calc η ^ 2 = g ^ 2 * (g ^ 2 + η ^ 2) * ‖inner ℂ (ψ m) (w - u)‖ ^ 2 := h2.symm
      _ ≤ g ^ 2 * (g ^ 2 + η ^ 2) * ‖w - u‖ ^ 2 := by gcongr
```

## The broadened response as a sum over states

For $\eta\neq0$ every denominator $\Delta_m+i\eta$ has imaginary part $\eta$ and is nonzero. The operator $H-\varepsilon_n+i\eta$ multiplies $\psi_m$ by $\Delta_m+i\eta$, which cancels the denominator. Applied to the sum over states, it gives

$$-\sum_{m\neq n}\langle\psi_m,b\rangle\psi_m=-(b-\langle\psi_n,b\rangle\psi_n)=-Qb$$

by completeness. The sum contains no $\psi_n$ term, so it is orthogonal to $\psi_n$. Hence a broadened response exists for every source, with no gap assumption, even if other states share the energy $\varepsilon_n$.

In the proof, `hsum` is completeness with the state $n$ split off, and `key` is the cancellation for the sum without its minus sign.

```lean
/-- For `η ≠ 0` and an orthonormal eigenbasis `ψ_m` of `H` with real eigenvalues, the
broadened sum over states is orthogonal to `ψ_n` and solves the broadened Sternheimer
equation. -/
theorem broadenedSum_isResponse [DecidableEq ι]
    (hψ : ∀ m, H (ψ m) = (ε m : ℂ) • ψ m) (hη : η ≠ 0) (b : V) :
    IsResponse H (ψ n) (ε n) η b (broadenedSum ψ ε n η b) := by
  constructor
  · unfold broadenedSum
    rw [inner_neg_right, inner_sum, neg_eq_zero]
    refine Finset.sum_eq_zero fun m hm => ?_
    rw [inner_smul_right, orthonormal_iff_ite.mp ψ.orthonormal n m,
      if_neg (Finset.ne_of_mem_erase hm).symm, mul_zero]
  · unfold broadenedSum projOut
    -- completeness of the eigenbasis, with the state `n` split off
    have hsum : inner ℂ (ψ n) b • ψ n + ∑ m ∈ univ.erase n, inner ℂ (ψ m) b • ψ m = b :=
      (Finset.add_sum_erase univ (fun m => inner ℂ (ψ m) b • ψ m) (mem_univ n)).trans
        (ψ.sum_repr' b)
    have key : ∀ S : V, S = ∑ m ∈ univ.erase n,
        (inner ℂ (ψ m) b / (((ε m - ε n : ℝ) : ℂ) + Complex.I * (η : ℂ))) • ψ m →
        H S - (ε n : ℂ) • S + (Complex.I * (η : ℂ)) • S
          = ∑ m ∈ univ.erase n, inner ℂ (ψ m) b • ψ m := by
      intro S hS
      rw [hS, map_sum, Finset.smul_sum, Finset.smul_sum, ← Finset.sum_sub_distrib,
        ← Finset.sum_add_distrib]
      refine Finset.sum_congr rfl fun m _ => ?_
      have hd : ((ε m - ε n : ℝ) : ℂ) + Complex.I * (η : ℂ) ≠ 0 := by
        intro h
        apply hη
        simpa using congrArg Complex.im h
      have hc := div_mul_cancel₀ (inner ℂ (ψ m) b) hd
      have hcast := Complex.ofReal_sub (ε m) (ε n)
      rw [map_smul, hψ m, smul_smul, smul_smul, smul_smul, ← sub_smul, ← add_smul]
      congr 1
      linear_combination hc - (inner ℂ (ψ m) b /
        (((ε m - ε n : ℝ) : ℂ) + Complex.I * (η : ℂ))) * hcast
    have hk := key _ rfl
    rw [map_neg, smul_neg, smul_neg]
    linear_combination (norm := module) (-1 : ℂ) • hk - hsum

end

end SternheimerBroadening
```

```lean
#print axioms SternheimerBroadening.broadening_error
#print axioms SternheimerBroadening.broadening_error_attained
#print axioms SternheimerBroadening.broadenedSum_isResponse
```

```
'SternheimerBroadening.broadening_error' depends on axioms: [propext, Classical.choice, Quot.sound]
'SternheimerBroadening.broadening_error_attained' depends on axioms: [propext, Classical.choice, Quot.sound]
'SternheimerBroadening.broadenedSum_isResponse' depends on axioms: [propext, Classical.choice, Quot.sound]
```
